# Density and on-top pair density at a point fix the two spin densities there, up to their order, for a determinant of pure-spin orbitals

A translated functional in multiconfiguration pair-density functional theory evaluates a spin-density functional at two spin densities built from the electron density and the on-top pair density. If this construction failed to return the actual spin densities of a single determinant, the translated functional would in general disagree with its parent even where only one configuration is present. For a determinant whose orbitals are each purely spin up or purely spin down, the construction does return them at each point where the density is nonzero, except for which is up and which is down at that point.

## The pair with given sum and product

Fix a point in space. Let $n>0$ be the electron density there and $P$ the on-top pair density, normalised so that a closed-shell determinant has $P=n^2/4$. Assume $0\le P\le n^2/4$ and define the translated polarisation

$$\zeta=\sqrt{1-4P/n^2}.$$

The upper bound on $P$ makes the radicand nonnegative, so squaring gives $(n\zeta)^2=n^2-4P$. Since $P\ge 0$, this is at most $n^2$, hence $0\le n\zeta\le n$. The translated densities $n(1+\zeta)/2$ and $n(1-\zeta)/2$ are therefore nonnegative. Their sum is $n$ and their product is $(n^2-(n\zeta)^2)/4=P$.

Conversely, let $a$ and $b$ be real with $a+b=n$ and $ab=P$. Then

$$(a-b)^2=(a+b)^2-4ab=n^2-4P=(n\zeta)^2,$$

so $(a-b-n\zeta)(a-b+n\zeta)=0$ and $a-b=\pm n\zeta$. Together with $a+b=n$, this gives the translated pair in one of its two orders.

The polarisation is unique too. If $z\ge 0$ and $n^2(1-z^2)/4=P$, then $n^2z^2=n^2-4P=n^2\zeta^2$. Cancelling $n^2$ leaves $z^2=\zeta^2$, and $z=\zeta$ because both are nonnegative. At $n=P=0$ every $z$ would do, which is why the density must be positive.

The bounds on $P$ are also necessary for nonnegative spin densities: $a,b\ge0$ gives $P=ab\ge0$, and $n^2-4P=(a-b)^2\ge0$. A multiconfiguration wave function can have $P>n^2/4$ at some points. The usual translation then sets $\zeta=0$, and the product of the translated densities is $n^2/4$ instead of $P$.

## The determinant

Let $\varphi_i$ and $\chi_j$ be the values at the point of the occupied up and down orbitals. The spin densities are $a=\sum_i|\varphi_i|^2$ and $b=\sum_j|\chi_j|^2$, and $n=a+b$. Writing $\psi_p(s)$ for the component of occupied orbital $p$ with spin $s$, the on-top pair density is

$$P=\frac14\sum_{p,q}\sum_{s,t}|\psi_p(s)\psi_q(t)-\psi_q(s)\psi_p(t)|^2.$$

For two up orbitals the only possible contribution is $\varphi_i\varphi_{i'}-\varphi_{i'}\varphi_i=0$, and two down orbitals cancel likewise. For an up orbital $i$ and a down orbital $j$, the spin choices $(\uparrow,\downarrow)$ and $(\downarrow,\uparrow)$ give $\varphi_i\chi_j$ and $-\chi_j\varphi_i$, so the spin sum is $2|\varphi_i|^2|\chi_j|^2$. Both orders of $p$ and $q$ occur, the full sum is $4ab$, and $P=ab$. For $n>0$,

$$\zeta=\sqrt{\frac{(a+b)^2-4ab}{(a+b)^2}}=\frac{|a-b|}{a+b},\qquad \frac{n(1\pm\zeta)}2=\frac{a+b\pm|a-b|}2.$$

The two translated densities are the larger and the smaller of $a$ and $b$. The labels are lost: $(a,b)=(1,0)$ and $(0,1)$ both have $n=1$ and $P=0$.

## Translation as real arithmetic

In Lean 4 with Mathlib:

```lean
import Mathlib

open Finset

namespace PairDensityTranslation

noncomputable section
```

The density and the pair density enter as real numbers `n` and `P`, with $\zeta$ written `polarization n P`.

```lean
/-- The translated spin polarisation `√(1 - 4P/n²)` at density `n` and on-top pair density `P`. -/
def polarization (n P : ℝ) : ℝ := √(1 - 4 * P / n ^ 2)
```

The names `majority` and `minority` refer to the size of the translated densities, not to up and down.

```lean
/-- The translated density of the majority spin, `n(1 + ζ)/2`. -/
def majority (n P : ℝ) : ℝ := n * (1 + polarization n P) / 2

/-- The translated density of the minority spin, `n(1 - ζ)/2`. -/
def minority (n P : ℝ) : ℝ := n * (1 - polarization n P) / 2
```

The first lemma is the identity $(n\zeta)^2=n^2-4P$. The bound on `P` is used to remove the square root.

```lean
/-- For `n > 0` and `P ≤ n²/4`, the squared difference `(nζ)²` of the translated spin densities
equals `n² - 4P`. -/
theorem sq_spin_difference {n P : ℝ} (hn : 0 < n) (hP : P ≤ n ^ 2 / 4) :
    (n * polarization n P) ^ 2 = n ^ 2 - 4 * P := by
  have hn2 : 0 < n ^ 2 := by positivity
  have h1 : 4 * P / n ^ 2 ≤ 1 := (div_le_one hn2).2 (by linarith)
  have h2 : n ^ 2 * (4 * P / n ^ 2) = 4 * P := by field_simp
  unfold polarization
  rw [mul_pow, Real.sq_sqrt (by linarith), mul_sub, h2, mul_one]
```

The main theorem states nonnegativity, the equivalence for all real `a` and `b`, and uniqueness of the nonnegative polarisation. Nothing in the equivalence requires `a` and `b` to be nonnegative in advance.

```lean
/-- For `n > 0` and `0 ≤ P ≤ n²/4` the translated spin densities are nonnegative and are, up to
order, the only real pair with sum `n` and product `P`; the translated polarisation is the only
nonnegative one that reproduces `P`. -/
theorem translation_unique {n P : ℝ} (hn : 0 < n) (h0 : 0 ≤ P) (hP : P ≤ n ^ 2 / 4) :
    0 ≤ majority n P ∧ 0 ≤ minority n P ∧
    (∀ a b : ℝ, (a + b = n ∧ a * b = P) ↔
      (a = majority n P ∧ b = minority n P) ∨ (a = minority n P ∧ b = majority n P)) ∧
    (∀ z : ℝ, 0 ≤ z →
      ((n * (1 + z) / 2) * (n * (1 - z) / 2) = P ↔ z = polarization n P)) := by
  have hw := sq_spin_difference hn hP
  have hz0 : 0 ≤ polarization n P := Real.sqrt_nonneg _
  have hw0 : 0 ≤ n * polarization n P := mul_nonneg hn.le hz0
  have hwn : n * polarization n P ≤ n := by
    by_contra hc
    have hc' := not_le.1 hc
    nlinarith [mul_pos hn (sub_pos.2 hc'), mul_pos (sub_pos.2 hc') (sub_pos.2 hc')]
  unfold majority minority
  refine ⟨by linarith, by linarith, fun a b => ⟨?_, ?_⟩, fun z hz => ⟨?_, ?_⟩⟩
  · rintro ⟨hs, hp⟩
    -- the difference of the two densities is fixed up to its sign
    have hf : (a - b - n * polarization n P) * (a - b + n * polarization n P) = 0 := by
      linear_combination (a + b + n) * hs - 4 * hp - hw
    rcases mul_eq_zero.1 hf with h | h
    · left
      constructor <;> linarith
    · right
      constructor <;> linarith
  · rintro (⟨ha, hb⟩ | ⟨ha, hb⟩)
    · rw [ha, hb]
      exact ⟨by ring, by linear_combination -hw / 4⟩
    · rw [ha, hb]
      exact ⟨by ring, by linear_combination -hw / 4⟩
  · intro h
    -- a positive density can be cancelled
    have hsq : z ^ 2 = polarization n P ^ 2 :=
      mul_left_cancel₀ (pow_ne_zero 2 hn.ne') (by linear_combination -4 * h - hw)
    exact (sq_eq_sq₀ hz hz0).1 hsq
  · intro h
    rw [h]
    linear_combination -hw / 4
```

The bound `hwn` is $n\zeta\le n$, proved by contradiction from the squared identity. The fact `hf` is the factorised difference of squares; its two cases give the two orders. In the last part, `mul_left_cancel₀` cancels $n^2$.

The next theorem makes the range of `P` an exact criterion. One direction uses $(a-b)^2\ge0$, and the other supplies the translated pair.

```lean
/-- At density `n > 0`, nonnegative spin densities with sum `n` and product `P` exist exactly when
`0 ≤ P ≤ n²/4`. -/
theorem spin_densities_exist_iff {n P : ℝ} (hn : 0 < n) :
    (∃ a b : ℝ, 0 ≤ a ∧ 0 ≤ b ∧ a + b = n ∧ a * b = P) ↔ 0 ≤ P ∧ P ≤ n ^ 2 / 4 := by
  constructor
  · rintro ⟨a, b, ha, hb, rfl, rfl⟩
    exact ⟨mul_nonneg ha hb, by nlinarith [sq_nonneg (a - b)]⟩
  · rintro ⟨h0, hP⟩
    obtain ⟨h1, h2, h3, _⟩ := translation_unique hn h0 hP
    obtain ⟨hs, hp⟩ := (h3 _ _).2 (Or.inl ⟨rfl, rfl⟩)
    exact ⟨_, _, h1, h2, hs, hp⟩
```

The formula for $\zeta$ when $P=ab$ follows by recognising the radicand as the square of $(a-b)/(a+b)$.

```lean
/-- If `a + b > 0` and the on-top pair density is the product of the spin densities `a` and `b`, the
translated polarisation is `|a - b|/(a + b)`. -/
theorem polarization_of_product {a b : ℝ} (h : 0 < a + b) :
    polarization (a + b) (a * b) = |a - b| / (a + b) := by
  have hne : (a + b) ^ 2 ≠ 0 := pow_ne_zero 2 h.ne'
  have hsq : 1 - 4 * (a * b) / (a + b) ^ 2 = ((a - b) / (a + b)) ^ 2 := by
    rw [div_pow, eq_div_iff hne, sub_mul, div_mul_cancel₀ _ hne]
    ring
  unfold polarization
  rw [hsq, Real.sqrt_sq_eq_abs, abs_div, abs_of_pos h]
```

## Orbital values at one point

The finite types `ι` and `κ` index the occupied up and down orbitals, and `true` stands for spin up. The zeros in `spinOrbital` express the pure-spin assumption.

```lean
variable {ι κ : Type*} [Fintype ι] [Fintype κ]

/-- Values at one point of the occupied spin orbitals of a determinant, with spatial parts `φ` for
spin up (`true`) and `χ` for spin down (`false`). -/
def spinOrbital (φ : ι → ℂ) (χ : κ → ℂ) : ι ⊕ κ → Bool → ℂ
  | .inl i, true => φ i
  | .inl _, false => 0
  | .inr _, true => 0
  | .inr j, false => χ j
```

The orbitals appear only through their complex values at the point. In the definitions of `density`, `pairWeight` and `onTop`, the type `ι` indexes all occupied orbitals; for the determinant above, `ι ⊕ κ` takes its place. Reading the following sums as the density and pair density of a normalised determinant presupposes orthonormal orbitals, a condition on whole functions that the algebra does not use.

```lean
/-- The electron density at the point: the sum of `|ψ|²` over occupied orbitals and spin. -/
def density (ψ : ι → Bool → ℂ) : ℝ := ∑ p, ∑ s, ‖ψ p s‖ ^ 2

/-- The spin-summed squared modulus of the two-electron determinant of orbitals `p` and `q`, with
both electrons at the same point. -/
def pairWeight (ψ : ι → Bool → ℂ) (p q : ι) : ℝ :=
  ∑ s, ∑ t, ‖ψ p s * ψ q t - ψ q s * ψ p t‖ ^ 2
```

The factor `1 / 4` fixes the closed-shell normalisation.

```lean
/-- The on-top pair density of a determinant, in the normalisation where a closed shell has
`n²/4`. -/
def onTop (ψ : ι → Bool → ℂ) : ℝ := 1 / 4 * ∑ p, ∑ q, pairWeight ψ p q
```

Splitting the orbital sum into its up and down parts gives $n=a+b$.

```lean
/-- The density of a determinant is the sum of its two spin densities. -/
theorem density_determinant (φ : ι → ℂ) (χ : κ → ℂ) :
    density (spinOrbital φ χ) = ∑ i, ‖φ i‖ ^ 2 + ∑ j, ‖χ j‖ ^ 2 := by
  simp [density, spinOrbital, Fintype.sum_sum_type]
```

For the pair density, `h1` and `h2` are the same-spin cancellations, while `h3` and `h4` are the opposite-spin terms in the two orders.

```lean
/-- The on-top pair density of a determinant of pure-spin orbitals is the product of its two spin
densities. -/
theorem onTop_determinant (φ : ι → ℂ) (χ : κ → ℂ) :
    onTop (spinOrbital φ χ) = (∑ i, ‖φ i‖ ^ 2) * ∑ j, ‖χ j‖ ^ 2 := by
  -- equal spins cancel by antisymmetry
  have h1 : ∀ i i', pairWeight (spinOrbital φ χ) (.inl i) (.inl i') = 0 := by
    intro i i'
    simp [pairWeight, spinOrbital, mul_comm]
  have h2 : ∀ j j', pairWeight (spinOrbital φ χ) (.inr j) (.inr j') = 0 := by
    intro j j'
    simp [pairWeight, spinOrbital, mul_comm]
  -- opposite spins contribute products of orbital densities
  have h3 : ∀ i j, pairWeight (spinOrbital φ χ) (.inl i) (.inr j)
      = 2 * (‖φ i‖ ^ 2 * ‖χ j‖ ^ 2) := by
    intro i j
    simp only [pairWeight, spinOrbital, Fintype.sum_bool, mul_zero, zero_mul, sub_zero,
      zero_sub, norm_neg, norm_zero, norm_mul]
    ring
  have h4 : ∀ j i, pairWeight (spinOrbital φ χ) (.inr j) (.inl i)
      = 2 * (‖χ j‖ ^ 2 * ‖φ i‖ ^ 2) := by
    intro j i
    simp only [pairWeight, spinOrbital, Fintype.sum_bool, mul_zero, zero_mul, sub_zero,
      zero_sub, norm_neg, norm_zero, norm_mul]
    ring
  simp only [onTop, Fintype.sum_sum_type, h1, h2, h3, h4, sum_const_zero, zero_add, add_zero,
    ← mul_sum, ← sum_mul]
  ring
```

The results combine into the statement about determinants. Its proof distinguishes $a\le b$ from $b\le a$ to resolve the absolute value, the maximum and the minimum.

```lean
/-- For a determinant of pure-spin orbitals with nonzero density at the point, translation of its
density and on-top pair density returns the larger and the smaller of its two spin densities. The
translated polarisation is their absolute difference divided by the density. -/
theorem translation_determinant (φ : ι → ℂ) (χ : κ → ℂ)
    (h : 0 < density (spinOrbital φ χ)) :
    let n := density (spinOrbital φ χ)
    let P := onTop (spinOrbital φ χ)
    let a := ∑ i, ‖φ i‖ ^ 2
    let b := ∑ j, ‖χ j‖ ^ 2
    polarization n P = |a - b| / n ∧ majority n P = max a b ∧ minority n P = min a b := by
  intro n P a b
  have hn : n = a + b := density_determinant φ χ
  have hP : P = a * b := onTop_determinant φ χ
  have hab : 0 < a + b := hn ▸ h
  rw [hn, hP]
  clear_value a b
  have hz := polarization_of_product hab
  have hm : (a + b) * polarization (a + b) (a * b) = |a - b| := by
    rw [hz, mul_comm, div_mul_cancel₀ _ hab.ne']
  refine ⟨hz, ?_⟩
  unfold majority minority
  rcases le_total a b with hle | hle
  · rw [abs_of_nonpos (sub_nonpos.2 hle)] at hm
    rw [max_eq_right hle, min_eq_left hle]
    exact ⟨by linear_combination hm / 2, by linear_combination -hm / 2⟩
  · rw [abs_of_nonneg (sub_nonneg.2 hle)] at hm
    rw [max_eq_left hle, min_eq_right hle]
    exact ⟨by linear_combination hm / 2, by linear_combination -hm / 2⟩
```

Thus, for a single determinant of this kind, a local spin-density functional that is symmetric under spin exchange takes the same value at the translated densities as at the true ones. Density gradients are not treated.

The final theorem rules out any function of sum and product that restores the labels, by the two fully polarised cases above.

```lean
/-- No function of the sum and the product of two nonnegative spin densities returns them with
their spin labels in every case. -/
theorem spin_labels_not_recoverable :
    ¬ ∃ f : ℝ → ℝ → ℝ × ℝ, ∀ a b : ℝ, 0 ≤ a → 0 ≤ b → f (a + b) (a * b) = (a, b) := by
  rintro ⟨f, hf⟩
  -- one electron density unit of either spin gives the same input
  have h1 := hf 1 0 zero_le_one le_rfl
  have h2 := hf 0 1 le_rfl zero_le_one
  rw [add_zero, mul_zero] at h1
  rw [zero_add, zero_mul] at h2
  have h3 := congrArg Prod.fst (h1.symm.trans h2)
  exact one_ne_zero h3

end

end PairDensityTranslation
```

```lean
#print axioms PairDensityTranslation.spin_densities_exist_iff
#print axioms PairDensityTranslation.translation_determinant
#print axioms PairDensityTranslation.spin_labels_not_recoverable
```

```
'PairDensityTranslation.spin_densities_exist_iff' depends on axioms: [propext, Classical.choice, Quot.sound]
'PairDensityTranslation.translation_determinant' depends on axioms: [propext, Classical.choice, Quot.sound]
'PairDensityTranslation.spin_labels_not_recoverable' depends on axioms: [propext, Classical.choice, Quot.sound]
```

## Orbitals with mixed spin

The determinant could also have been modelled with orbitals that have both spin components at the point, as in noncollinear calculations. Then $P$ would be the determinant of the $2\times2$ spin-density matrix and $n$ its trace, so translation would return the eigenvalues of that matrix. These are the spin densities along the local magnetisation axis, which generally differ from the up and down densities along a fixed axis. This extension is a remark and is not part of the formal development.
